# A finite-difference stencil on m + 1 distinct real nodes for the k-th derivative, 1 ≤ k ≤ m, is exact at most through degree m + 1

A simulation stores a field at grid points and needs its derivative at one of them, or at a point between them. The three-point formula for a second derivative, with nodes at −1, 0 and 1 in units of the spacing, is exact for cubics, although three values fix only a quadratic. Could a better placement of the points gain two degrees or more?

Let the m + 1 distinct real nodes be x_0, …, x_m, measured from the point where the derivative is wanted, and let the weights be c_0, …, c_m. For 1 ≤ k ≤ m + 2, no weights reproduce p^(k)(0) for every real polynomial p of degree at most m + 2. In real-space electronic structure this limits the kinetic-energy stencil along one axis, provided that it is a linear combination of function values at a single set of points.

```lean
import Mathlib

open Polynomial

namespace StencilOrderBarrier
```

## Exactness through degree m + 2

Exactness through degree d means

Σ_j c_j p(x_j) = p^(k)(0) for every p of degree at most d.

In Lean, `x` and `c` are functions on `Fin (m + 1)`, `natDegree` is the degree (0 for the zero polynomial), and `derivative^[k]` differentiates k times. The spacing is set to one; for nodes h x_j the weights become c_j / h^k. The step from polynomial exactness to the truncation error of a smooth field needs Taylor's theorem and is left to the reader.

```lean
/-- The stencil with nodes `x` and weights `c` reproduces the `k`-th derivative at `0` of every
real polynomial of degree at most `d`. -/
def IsExact {m : ℕ} (x c : Fin (m + 1) → ℝ) (k d : ℕ) : Prop :=
  ∀ p : ℝ[X], p.natDegree ≤ d →
    ∑ j, c j * p.eval (x j) = (derivative^[k] p).eval 0
```

By hand, the condition is tested on polynomials that the stencil cannot see. Write

ω(X) = ∏_j (X − x_j) = Σ_i a_i X^i, with a_(m+1) = 1.

Both ω and Xω vanish at every node, and their degrees are m + 1 and m + 2. Since p^(k)(0) is k! times the k-th coefficient of p, exactness gives

0 = k! a_k and 0 = k! a_(k−1).

Two neighbouring coefficients of ω must therefore vanish. The next lemmas supply the zeros of ω, its degree and leading coefficient, the factorial formula, and the conclusion for any polynomial that vanishes on the nodes.

```lean
/-- The node polynomial, the product of the factors `X - x_j` over all nodes. -/
noncomputable def nodePoly {m : ℕ} (x : Fin (m + 1) → ℝ) : ℝ[X] :=
  ∏ j, (X - C (x j))

/-- The node polynomial vanishes at every node. -/
theorem nodePoly_eval {m : ℕ} (x : Fin (m + 1) → ℝ) (j : Fin (m + 1)) :
    (nodePoly x).eval (x j) = 0 := by
  rw [nodePoly, eval_prod]
  exact Finset.prod_eq_zero (Finset.mem_univ j) (by simp)

/-- The node polynomial of `m + 1` nodes has degree `m + 1` and leading coefficient one. -/
theorem nodePoly_degree {m : ℕ} (x : Fin (m + 1) → ℝ) :
    (nodePoly x).natDegree = m + 1 ∧ (nodePoly x).coeff (m + 1) = 1 := by
  have hd : (nodePoly x).natDegree = m + 1 := by
    rw [nodePoly, natDegree_prod_of_monic _ _ (fun j _ => monic_X_sub_C (x j))]
    simp
  have hm : (nodePoly x).Monic :=
    monic_prod_of_monic _ _ (fun j _ => monic_X_sub_C (x j))
  refine ⟨hd, ?_⟩
  have h := hm.coeff_natDegree
  rwa [hd] at h

/-- The `k`-th derivative of a polynomial at `0` is `k!` times its `k`-th coefficient. -/
theorem derivative_at_zero (p : ℝ[X]) (k : ℕ) :
    (derivative^[k] p).eval 0 = (k.factorial : ℝ) * p.coeff k := by
  rw [← coeff_zero_eq_eval_zero, coeff_iterate_derivative, zero_add,
    Nat.descFactorial_self, nsmul_eq_mul]

/-- If a stencil for the `k`-th derivative is exact through degree `d`, then every polynomial of
degree at most `d` that vanishes on the nodes has zero `k`-th coefficient. -/
theorem coeff_eq_zero_of_exact {m k d : ℕ} {x c : Fin (m + 1) → ℝ} (h : IsExact x c k d)
    (p : ℝ[X]) (hp : p.natDegree ≤ d) (hv : ∀ j, p.eval (x j) = 0) : p.coeff k = 0 := by
  have h1 := h p hp
  rw [derivative_at_zero] at h1
  simp only [hv, mul_zero, Finset.sum_const_zero] at h1
  have hk : (k.factorial : ℝ) ≠ 0 := Nat.cast_ne_zero.mpr (Nat.factorial_ne_zero k)
  exact (mul_eq_zero.mp h1.symm).resolve_left hk
```

If exactness is required only through degree m + 1, the test on Xω is lost, and suitable stencils exist; the last theorem below gives one. The other effects of weakening a hypothesis are argued in prose, separately from the Lean code.

## Real and distinct nodes

Physically, the samples sit at different places on a line. By hand, this is where Rolle's theorem enters. Suppose that a_i = a_(i+1) = 0 with i ≤ m + 1. The case i = m + 1 is impossible because a_(m+1) = 1. Otherwise put q = ω^(i), which has degree m + 1 − i. Then

q(0) = i! a_i = 0 and q′(0) = (i + 1)! a_(i+1) = 0,

so q has a double root at 0. But ω has m + 1 distinct real roots, and by Rolle each differentiation loses at most one. Hence q has at least m + 1 − i distinct roots, as many as its degree, and all of them are simple. This is a contradiction.

`card_roots_iterate` is the repeated Rolle step, by induction on the number of derivatives.

```lean
/-- Rolle's theorem, iterated: differentiating a real polynomial `i` times loses at most `i`
distinct real roots. -/
theorem card_roots_iterate (p : ℝ[X]) (i : ℕ) :
    p.roots.toFinset.card ≤ (derivative^[i] p).roots.toFinset.card + i := by
  induction i with
  | zero => simp
  | succ i ih =>
    have h := card_roots_toFinset_le_derivative (derivative^[i] p)
    rw [Function.iterate_succ_apply']
    omega
```

In the next lemma, distinctness is the hypothesis `Function.Injective x`. It enters through `hcard`, which counts the nodes as m + 1 different roots. `hq` shows that q is not zero, `hmult` records the double root, and `hnd` says that the list of roots has no repetition. The final `omega` sets two bounds on the multiplicity of the root 0 against each other: more than one by `hmult`, at most one by `hcount`.

```lean
/-- For `m + 1` distinct real nodes, two neighbouring coefficients `i` and `i + 1` of the node
polynomial, with `i ≤ m + 1`, never vanish together. -/
theorem no_adjacent_zero_coeffs {m i : ℕ} {x : Fin (m + 1) → ℝ}
    (hx : Function.Injective x) (hi : i ≤ m + 1) :
    ¬ ((nodePoly x).coeff i = 0 ∧ (nodePoly x).coeff (i + 1) = 0) := by
  rintro ⟨h0, h1⟩
  obtain ⟨hd, hlead⟩ := nodePoly_degree x
  have hne : nodePoly x ≠ 0 := by
    intro h
    rw [h] at hlead
    simp at hlead
  -- the nodes are m + 1 distinct roots
  have hcard : m + 1 ≤ (nodePoly x).roots.toFinset.card := by
    have hsub : Finset.univ.image x ⊆ (nodePoly x).roots.toFinset := by
      intro y hy
      obtain ⟨j, _, rfl⟩ := Finset.mem_image.mp hy
      exact Multiset.mem_toFinset.mpr ((mem_roots hne).mpr (nodePoly_eval x j))
    have h := Finset.card_le_card hsub
    rwa [Finset.card_image_of_injective _ hx, Finset.card_univ, Fintype.card_fin] at h
  have hrolle := card_roots_iterate (nodePoly x) i
  have hdeg := natDegree_iterate_derivative (nodePoly x) i
  have hq : derivative^[i] (nodePoly x) ≠ 0 := by
    intro h
    rw [h] at hrolle
    simp only [roots_zero, Multiset.toFinset_zero, Finset.card_empty] at hrolle
    have him : i = m + 1 := by omega
    rw [him, hlead] at h0
    exact one_ne_zero h0
  -- the i-th derivative would have a double root at the origin
  have hr0 : (derivative^[i] (nodePoly x)).IsRoot 0 := by
    rw [IsRoot.def, derivative_at_zero, h0, mul_zero]
  have hr1 : (derivative (derivative^[i] (nodePoly x))).IsRoot 0 := by
    rw [← Function.iterate_succ_apply' (f := derivative), IsRoot.def,
      derivative_at_zero, h1, mul_zero]
  have hmult := (one_lt_rootMultiplicity_iff_isRoot hq).mpr ⟨hr0, hr1⟩
  -- but it has as many distinct roots as its degree, so all roots are simple
  have hle := Multiset.toFinset_card_le (derivative^[i] (nodePoly x)).roots
  have hle' := card_roots' (derivative^[i] (nodePoly x))
  have hnd : (derivative^[i] (nodePoly x)).roots.Nodup :=
    Multiset.toFinset_card_eq_card_iff_nodup.mp (by omega)
  have hcount := Multiset.nodup_iff_count_le_one.mp hnd 0
  rw [count_roots] at hcount
  omega
```

With coincident nodes this lemma can fail: two nodes at 0 give ω = X², whose coefficients 0 and 1 both vanish. The barrier itself survives, since coincident nodes merge into a stencil with fewer points, which can do no better.

Reality matters more. Take the three complex cube roots of unity w_j as nodes, with weights 2w_j/3. Then Σ_j c_j w_j^n equals 2 for n = 2 and 0 for n = 0, 1, 3, 4, so the second derivative at 0 is exact through degree 4 = m + 2. Here ω = X³ − 1, and Rolle's theorem doesn't apply.

## The order of the derivative

The bound 1 ≤ k says that a derivative is wanted and not the value of the field. By hand it makes a_(k−1) meaningful; in Lean it lets the proof write `k = i + 1`. For k = 0 the barrier fails if 0 is a node: weight one there and zero elsewhere is exact in every degree.

The bound k ≤ m + 2 keeps the neighbouring pair within the range i ≤ m + 1 used above. For k > m + 2 every derivative in question is zero, and zero weights reproduce it.

The proof of `order_barrier` applies the two tests, `h1` from ω and `h0` from Xω, and passes both zeros to the lemma on neighbouring coefficients.

```lean
/-- Order barrier: for `m + 1` distinct real nodes and `1 ≤ k ≤ m + 2`, no weights reproduce the
`k`-th derivative at `0` of every real polynomial of degree at most `m + 2`. -/
theorem order_barrier {m k : ℕ} {x : Fin (m + 1) → ℝ} (hx : Function.Injective x)
    (hk : 1 ≤ k) (hkm : k ≤ m + 2) : ¬ ∃ c : Fin (m + 1) → ℝ, IsExact x c k (m + 2) := by
  rintro ⟨c, h⟩
  obtain ⟨i, rfl⟩ : ∃ i, k = i + 1 := ⟨k - 1, by omega⟩
  have hd := (nodePoly_degree x).1
  -- test the stencil on the node polynomial and on X times it
  have h1 := coeff_eq_zero_of_exact h (nodePoly x) (by omega) (nodePoly_eval x)
  have hdX : (X * nodePoly x).natDegree ≤ m + 2 := by
    have h2 := natDegree_mul_le (p := (X : ℝ[X])) (q := nodePoly x)
    rw [natDegree_X, hd] at h2
    omega
  have h0 := coeff_eq_zero_of_exact h (X * nodePoly x) hdX
    (fun j => by rw [eval_mul, nodePoly_eval, mul_zero])
  rw [coeff_X_mul] at h0
  exact no_adjacent_zero_coeffs hx (by omega) ⟨h0, h1⟩
```

The corollary is stated for the usual range 1 ≤ k ≤ m. An exactness degree above m + 1 would include exactness through m + 2, which has just been excluded.

```lean
/-- A stencil on `m + 1` distinct real nodes for the `k`-th derivative at `0`, `1 ≤ k ≤ m`, that
is exact through degree `d` has `d ≤ m + 1`. -/
theorem exactness_degree_le {m k d : ℕ} {x c : Fin (m + 1) → ℝ} (hx : Function.Injective x)
    (hk : 1 ≤ k) (hkm : k ≤ m) (h : IsExact x c k d) : d ≤ m + 1 := by
  by_contra hd
  exact order_barrier hx hk (by omega) ⟨c, fun p hp => h p (by omega)⟩
```

## Exactness through degree m, and the one extra degree

Now assume only that the stencil is exact through degree m, the usual design condition. If it is also exact through m + 1, the test on ω gives a_k = 0. Conversely, let a_k = 0, let p have degree at most m + 1, and let b be its coefficient of X^(m+1). Then r = p − bω has degree at most m and the same values as p at the nodes, so

Σ_j c_j p(x_j) = r^(k)(0) = k! (p_k − b a_k) = p^(k)(0),

where p_k is the k-th coefficient of p. In Lean, `hr` bounds the degree of r, and `h1` is the stencil applied to it. Without exactness through degree m the converse fails in general, because a_k = 0 depends on the nodes alone and says nothing about the weights.

```lean
/-- A stencil on `m + 1` nodes that is exact through degree `m` for the `k`-th derivative at `0`
is exact through degree `m + 1` precisely when the `k`-th coefficient of the node polynomial
vanishes. -/
theorem extra_degree_iff {m k : ℕ} {x c : Fin (m + 1) → ℝ} (h : IsExact x c k m) :
    IsExact x c k (m + 1) ↔ (nodePoly x).coeff k = 0 := by
  obtain ⟨hd, hlead⟩ := nodePoly_degree x
  constructor
  · intro h'
    exact coeff_eq_zero_of_exact h' (nodePoly x) hd.le (nodePoly_eval x)
  · intro h0 p hp
    -- subtract the multiple of the node polynomial that removes the top coefficient
    have hr : (p - C (p.coeff (m + 1)) * nodePoly x).natDegree ≤ m := by
      rw [natDegree_le_iff_coeff_eq_zero]
      intro N hN
      rw [coeff_sub, coeff_C_mul]
      rcases Nat.eq_or_lt_of_le (Nat.succ_le_of_lt hN) with hN' | hN'
      · have hN2 : N = m + 1 := by omega
        rw [hN2, hlead, mul_one, sub_self]
      · rw [coeff_eq_zero_of_natDegree_lt (p := p) (by omega),
          coeff_eq_zero_of_natDegree_lt (p := nodePoly x) (by omega), mul_zero, sub_zero]
    have h1 := h _ hr
    rw [derivative_at_zero, coeff_sub, coeff_C_mul, h0, mul_zero, sub_zero] at h1
    simp only [eval_sub, eval_mul, nodePoly_eval, mul_zero, sub_zero] at h1
    rw [derivative_at_zero, h1]
```

For nodes symmetric about 0, ω is even or odd, so a_k = 0 whenever m − k is even. This is the familiar gain of central differences. When m − k is odd, asymmetric nodes can still gain the degree. For m = 2 and k = 1, the symmetric nodes −1, 0 and 1 give ω = X³ − X, with a_1 = −1 and no gain, but the nodes −2, 3 and 6 give

ω = X³ − 7X² + 36,

with no linear term. The first-derivative stencil below is exact through degree 3 = m + 1, so it attains the bound. Its proof expands a general cubic and compares coefficients with `ring`.

```lean
/-- The three-point stencil with nodes `-2, 3, 6` and weights `-9/40, 4/15, -1/24` reproduces the
first derivative at `0` of every real polynomial of degree at most three. -/
theorem asymmetric_stencil_exact :
    IsExact (m := 2) ![-2, 3, 6] ![-9 / 40, 4 / 15, -1 / 24] 1 3 := by
  intro p hp
  have e : ∀ y : ℝ, p.eval y = ∑ i ∈ Finset.range 4, p.coeff i * y ^ i :=
    fun y => eval_eq_sum_range' (by omega) y
  rw [derivative_at_zero, Fin.sum_univ_three]
  change (-9 / 40 : ℝ) * p.eval (-2) + 4 / 15 * p.eval 3 + -1 / 24 * p.eval 6 = _
  rw [e (-2), e 3, e 6, Nat.factorial_one, Nat.cast_one]
  simp only [Finset.sum_range_succ, Finset.sum_range_zero]
  ring

end StencilOrderBarrier
```

```lean
#print axioms StencilOrderBarrier.exactness_degree_le
#print axioms StencilOrderBarrier.extra_degree_iff
#print axioms StencilOrderBarrier.asymmetric_stencil_exact
```

```
'StencilOrderBarrier.exactness_degree_le' depends on axioms: [propext, Classical.choice, Quot.sound]
'StencilOrderBarrier.extra_degree_iff' depends on axioms: [propext, Classical.choice, Quot.sound]
'StencilOrderBarrier.asymmetric_stencil_exact' depends on axioms: [propext, Classical.choice, Quot.sound]
```
